# Linearised SHAKE for a single bond: the quadratic residual after one step

One linearised SHAKE correction of a single bond replaces the error in the squared bond length by a nonnegative error proportional to the square of the old one, provided that the trial bond is not perpendicular to the reference bond. Let s be the trial bond vector after an unconstrained move, r the reference bond vector along which the constraint force acts, d the prescribed length, and μ the sum of the two inverse masses. Write

σ(s) = ‖s‖² − d²

for the residual. If ⟨s,r⟩ ≠ 0 and μ ≠ 0, the multiplier

l = (d² − ‖s‖²) / (2μ⟨s,r⟩)

gives

σ(s + lμr) = σ(s)² ‖r‖² / (4⟨s,r⟩²) ≥ 0.

The condition μ ≠ 0 means that the constraint force can move the bond at all; ⟨s,r⟩ ≠ 0 means that it changes the length at first order.

## Expanding along the reference bond

For a displacement t along r,

σ(s + tr) = σ(s) + 2t⟨s,r⟩ + t²‖r‖².

SHAKE drops the last term and solves σ(s) + 2t⟨s,r⟩ = 0 with t = lμ, which gives the multiplier above. On substitution the first two terms cancel, and what remains is

t²‖r‖² = (σ(s) / (2⟨s,r⟩))² ‖r‖².

This is the claimed residual. Since ⟨s,r⟩ ≠ 0 forces r ≠ 0, it vanishes only if σ(s) = 0.

For atoms at x₁ and x₂ with masses m₁ and m₂, the corrections are +(l/m₁)r and −(l/m₂)r. Weighted by mass they cancel, so the centre of mass stays put. Their difference is l(1/m₁ + 1/m₂)r = lμr, so the bond s = x₁ − x₂ changes as assumed.

## Repeating the step

Suppose that some real t solves σ(s + tr) = 0 exactly. Multiplying this equation by ‖r‖² and completing the square gives

⟨s,r⟩² − ‖r‖²σ(s) = (⟨s,r⟩ + t‖r‖²)² ≥ 0,

so ‖r‖²σ(s) ≤ ⟨s,r⟩². If also σ(s) ≥ 0, the new residual satisfies

σ(s)² ‖r‖² / (4⟨s,r⟩²) ≤ σ(s)/4.

The overlap with r after the step is

⟨s,r⟩ − σ(s)‖r‖²/(2⟨s,r⟩) = (2⟨s,r⟩² − ‖r‖²σ(s)) / (2⟨s,r⟩).

Its numerator is at least ⟨s,r⟩² > 0, so the next step is well defined. The corrected bond lies on the same line along r, so an exact solution still exists. Writing sₙ for the bond after n steps, with s₀ = s, induction gives

0 ≤ σ(sₙ₊₁) ≤ (1/4)ⁿ σ(s₁),

and the residual tends to zero. The count starts at s₁ because a compressed trial bond has σ(s₀) < 0. The factor 1/4 is the worst case, attained when the line along r only touches the sphere of radius d. If the line crosses the sphere, ⟨sₙ,r⟩ stays away from zero, and by the residual formula the convergence is quadratic.

Without an exact solution along r the iteration can break down. Take r = (1, 0), d = 1 and s = (1, √2). Then σ(s) = 2 and ⟨s,r⟩ = 1, and one step leads to (0, √2), with residual 1 and no overlap with r. The next multiplier does not exist.

The same expansion treats the velocity constraint of RATTLE, ⟨q,v⟩ = 0 for a bond q ≠ 0 with relative velocity v. Here

⟨q, v + kμq⟩ = ⟨q,v⟩ + kμ‖q‖²

has no quadratic term, so k = −⟨q,v⟩/(μ‖q‖²) satisfies the constraint in one step. This velocity result, the breakdown example and the remarks on the worst case and on quadratic convergence are worked by hand only and do not appear in the code below.

## The bond model in Lean

Bond vectors live in an arbitrary real inner product space `V`, which includes ordinary three-dimensional space.

```lean
import Mathlib

open Filter Topology
open scoped InnerProductSpace

namespace ShakeLinearised

noncomputable section

variable {V : Type*} [NormedAddCommGroup V] [InnerProductSpace ℝ V]
```

The residual is a difference of squared lengths, not of lengths. The number `d` may be any real, since only its square enters.

```lean
/-- The constraint residual of a bond vector `s` with prescribed length `d`. -/
def bondResidual (d : ℝ) (s : V) : ℝ := ‖s‖ ^ 2 - d ^ 2
```

Factors of the time step, and the factor 2 from differentiating the squared length, are absorbed into the multiplier.

```lean
/-- The linearised SHAKE multiplier for trial bond `s`, reference bond `r` and
sum of inverse masses `μ`. -/
def shakeMultiplier (μ d : ℝ) (r s : V) : ℝ :=
  (d ^ 2 - ‖s‖ ^ 2) / (2 * μ * ⟪s, r⟫_ℝ)
```

The update keeps `r` fixed, also when it is repeated.

```lean
/-- One SHAKE update of the bond vector `s` along the reference bond `r`. -/
def shakeStep (μ d : ℝ) (r s : V) : V :=
  s + (shakeMultiplier μ d r s * μ) • r
```

`Reachable` is the assumption that an exact solution exists. Geometrically, the part of `s` perpendicular to `r` must be no longer than the prescribed length when `r` is nonzero. It is assumed of the trial bond, not derived from a bound on the time step.

```lean
/-- Some displacement of the bond `s` along `r` satisfies the constraint exactly. -/
def Reachable (d : ℝ) (r s : V) : Prop :=
  ∃ t : ℝ, bondResidual d (s + t • r) = 0
```

## The residual of one update

The expansion along `r` follows from the formula for the squared norm of a sum.

```lean
/-- The residual is a quadratic polynomial in the displacement along the reference bond. -/
theorem residual_along (d t : ℝ) (r s : V) :
    bondResidual d (s + t • r) =
      bondResidual d s + 2 * t * ⟪s, r⟫_ℝ + t ^ 2 * ‖r‖ ^ 2 := by
  unfold bondResidual
  rw [norm_add_sq_real, inner_smul_right, norm_smul, mul_pow, Real.norm_eq_abs, sq_abs]
  ring
```

Next, `l` solves the truncated equation exactly when it equals `shakeMultiplier`. The proof clears the nonzero denominator.

```lean
/-- The SHAKE multiplier is the unique root of the constraint equation truncated
at first order. -/
theorem linearised_iff {μ : ℝ} (d l : ℝ) {r s : V} (hμ : μ ≠ 0) (hp : ⟪s, r⟫_ℝ ≠ 0) :
    bondResidual d s + 2 * (l * μ) * ⟪s, r⟫_ℝ = 0 ↔ l = shakeMultiplier μ d r s := by
  have h2 : 2 * μ * ⟪s, r⟫_ℝ ≠ 0 := mul_ne_zero (mul_ne_zero two_ne_zero hμ) hp
  unfold bondResidual shakeMultiplier
  rw [eq_div_iff h2]
  constructor <;> intro h <;> linear_combination h
```

The main theorem states the residual formula and its sign together, for μ ≠ 0 and ⟨s,r⟩ ≠ 0. After clearing 4⟨s,r⟩², the proof uses the difference of squares (2t⟨s,r⟩)² − σ(s)², which has the vanishing linear part `hl` as a factor.

```lean
/-- After one linearised SHAKE update the residual is nonnegative and proportional to
the square of the old residual, with the stated prefactor. -/
theorem shake_residual {μ : ℝ} (d : ℝ) {r s : V} (hμ : μ ≠ 0) (hp : ⟪s, r⟫_ℝ ≠ 0) :
    bondResidual d (shakeStep μ d r s) =
        bondResidual d s ^ 2 * ‖r‖ ^ 2 / (4 * ⟪s, r⟫_ℝ ^ 2) ∧
      0 ≤ bondResidual d (shakeStep μ d r s) := by
  have key : bondResidual d (shakeStep μ d r s) =
      bondResidual d s ^ 2 * ‖r‖ ^ 2 / (4 * ⟪s, r⟫_ℝ ^ 2) := by
    -- the first-order part vanishes, only the quadratic term survives
    have hl := (linearised_iff d _ hμ hp).mpr rfl
    have h4 : 4 * ⟪s, r⟫_ℝ ^ 2 ≠ 0 := mul_ne_zero (by norm_num) (pow_ne_zero 2 hp)
    rw [shakeStep, residual_along, eq_div_iff h4]
    linear_combination (4 * ⟪s, r⟫_ℝ ^ 2 + ‖r‖ ^ 2 *
      (2 * (shakeMultiplier μ d r s * μ) * ⟪s, r⟫_ℝ - bondResidual d s)) * hl
  refine ⟨key, ?_⟩
  rw [key]
  positivity
```

A single update is therefore exact only for a bond that needed no correction.

```lean
/-- One update satisfies the constraint exactly if and only if the trial bond
already satisfied it. -/
theorem shake_exact_iff {μ : ℝ} (d : ℝ) {r s : V} (hμ : μ ≠ 0) (hp : ⟪s, r⟫_ℝ ≠ 0) :
    bondResidual d (shakeStep μ d r s) = 0 ↔ bondResidual d s = 0 := by
  have hr : r ≠ 0 := by
    rintro rfl
    simp at hp
  rw [(shake_residual d hμ hp).1]
  simp [div_eq_zero_iff, hp, hr]
```

For two atoms the masses are assumed positive, which makes μ nonzero, and the overlap of x₁ − x₂ with r is again assumed nonzero. The first half of the proof cancels the weighted corrections; the second identifies the new bond with `shakeStep`.

```lean
/-- For two atoms, the SHAKE corrections preserve the mass-weighted sum of positions
and leave the quadratic bond residual. -/
theorem shake_pair {m₁ m₂ : ℝ} (d l : ℝ) {r x₁ x₂ : V} (hm₁ : 0 < m₁) (hm₂ : 0 < m₂)
    (hp : ⟪x₁ - x₂, r⟫_ℝ ≠ 0)
    (hl : l = shakeMultiplier (m₁⁻¹ + m₂⁻¹) d r (x₁ - x₂)) :
    m₁ • (x₁ + (l / m₁) • r) + m₂ • (x₂ - (l / m₂) • r) = m₁ • x₁ + m₂ • x₂ ∧
      bondResidual d ((x₁ + (l / m₁) • r) - (x₂ - (l / m₂) • r)) =
        bondResidual d (x₁ - x₂) ^ 2 * ‖r‖ ^ 2 / (4 * ⟪x₁ - x₂, r⟫_ℝ ^ 2) := by
  have h1 := hm₁.ne'
  have h2 := hm₂.ne'
  constructor
  · -- the two constraint forces are opposite
    have a : m₁ * (l / m₁) = l := by field_simp
    have b : m₂ * (l / m₂) = l := by field_simp
    rw [smul_add, smul_sub, smul_smul, smul_smul, a, b]
    abel
  · have hμ : m₁⁻¹ + m₂⁻¹ ≠ 0 := by positivity
    have hs : (x₁ + (l / m₁) • r) - (x₂ - (l / m₂) • r) =
        shakeStep (m₁⁻¹ + m₂⁻¹) d r (x₁ - x₂) := by
      have c : l * (m₁⁻¹ + m₂⁻¹) = l / m₁ + l / m₂ := by ring
      rw [shakeStep, ← hl, c]
      module
    rw [hs]
    exact (shake_residual d hμ hp).1
```

## Convergence for a reachable bond

The completed square appears as `hsq`.

```lean
/-- For a reachable constraint, the residual times the squared reference length is
at most the squared overlap of the trial and reference bonds. -/
theorem reachable_bound {d : ℝ} {r s : V} (h : Reachable d r s) :
    ‖r‖ ^ 2 * bondResidual d s ≤ ⟪s, r⟫_ℝ ^ 2 := by
  obtain ⟨t, ht⟩ := h
  rw [residual_along] at ht
  have hsq : ⟪s, r⟫_ℝ ^ 2 - ‖r‖ ^ 2 * bondResidual d s =
      (⟪s, r⟫_ℝ + t * ‖r‖ ^ 2) ^ 2 := by
    linear_combination (-‖r‖ ^ 2) * ht
  linarith [sq_nonneg (⟪s, r⟫_ℝ + t * ‖r‖ ^ 2)]
```

The induction carries nonzero overlap and reachability together. If the new overlap were zero, then 2⟨u,r⟩² = ‖r‖²σ(u) for the current bond `u`, which contradicts the preceding bound. Reachability survives because the update stays on the same line along `r`: subtracting the step already taken from the old exact displacement gives an exact displacement for the new bond.

```lean
/-- Along the whole SHAKE iteration the overlap with the reference bond stays nonzero
and the constraint stays reachable. -/
theorem iterate_regular {μ d : ℝ} {r s : V} (hμ : μ ≠ 0) (hp : ⟪s, r⟫_ℝ ≠ 0)
    (h : Reachable d r s) (n : ℕ) :
    ⟪(shakeStep μ d r)^[n] s, r⟫_ℝ ≠ 0 ∧ Reachable d r ((shakeStep μ d r)^[n] s) := by
  induction n with
  | zero => exact ⟨hp, h⟩
  | succ n ih =>
    rw [Function.iterate_succ_apply']
    generalize (shakeStep μ d r)^[n] s = u at ih ⊢
    obtain ⟨hu, hr⟩ := ih
    constructor
    · intro h0
      have hl := (linearised_iff d _ hμ hu).mpr rfl
      rw [shakeStep, inner_add_left, real_inner_smul_left,
        real_inner_self_eq_norm_sq] at h0
      have hz : 2 * ⟪u, r⟫_ℝ ^ 2 - ‖r‖ ^ 2 * bondResidual d u = 0 := by
        linear_combination 2 * ⟪u, r⟫_ℝ * h0 - ‖r‖ ^ 2 * hl
      have hpos : 0 < ⟪u, r⟫_ℝ ^ 2 := by positivity
      linarith [reachable_bound hr]
    · -- the update only moves the bond along the same line
      obtain ⟨t, ht⟩ := hr
      refine ⟨t - shakeMultiplier μ d r u * μ, ?_⟩
      have e : shakeStep μ d r u + (t - shakeMultiplier μ d r u * μ) • r = u + t • r := by
        unfold shakeStep
        module
      rw [e, ht]
```

Multiplying the bound by the nonnegative residual gives the factor of four.

```lean
/-- For a reachable constraint and nonzero overlap of the trial bond with the reference bond, an
update reduces a nonnegative residual at least fourfold. -/
theorem shake_contracts {μ d : ℝ} {r s : V} (hμ : μ ≠ 0) (hp : ⟪s, r⟫_ℝ ≠ 0)
    (h : Reachable d r s) (he : 0 ≤ bondResidual d s) :
    bondResidual d (shakeStep μ d r s) ≤ bondResidual d s / 4 := by
  have hpos : 0 < 4 * ⟪s, r⟫_ℝ ^ 2 := by positivity
  rw [(shake_residual d hμ hp).1, div_le_iff₀ hpos]
  nlinarith [mul_le_mul_of_nonneg_left (reachable_bound h) he]
```

The last theorem combines these facts: `hnn` supplies the lower bound, `hb` the geometric upper bound, and the squeeze is applied to the sequence shifted by one. The conclusion concerns the residual, not the limit of the bond vectors.

```lean
/-- For a reachable constraint and nonzero initial overlap with the reference bond, the residual of
the repeated SHAKE iteration is bounded by a geometric sequence after the first step and converges
to zero. -/
theorem shake_converges {μ d : ℝ} {r s : V} (hμ : μ ≠ 0) (hp : ⟪s, r⟫_ℝ ≠ 0)
    (h : Reachable d r s) :
    (∀ n : ℕ, bondResidual d ((shakeStep μ d r)^[n + 1] s) ≤
        (1 / 4 : ℝ) ^ n * bondResidual d (shakeStep μ d r s)) ∧
      Tendsto (fun n : ℕ => bondResidual d ((shakeStep μ d r)^[n] s)) atTop (𝓝 0) := by
  have hnn : ∀ n : ℕ, 0 ≤ bondResidual d ((shakeStep μ d r)^[n + 1] s) := by
    intro n
    rw [Function.iterate_succ_apply']
    exact (shake_residual d hμ (iterate_regular hμ hp h n).1).2
  have hb : ∀ n : ℕ, bondResidual d ((shakeStep μ d r)^[n + 1] s) ≤
      (1 / 4 : ℝ) ^ n * bondResidual d (shakeStep μ d r s) := by
    intro n
    induction n with
    | zero => simp
    | succ n ih =>
      have hreg := iterate_regular hμ hp h (n + 1)
      have hc := shake_contracts hμ hreg.1 hreg.2 (hnn n)
      rw [Function.iterate_succ_apply', pow_succ]
      linarith
  refine ⟨hb, ?_⟩
  -- squeeze the shifted sequence between zero and the geometric bound
  have hg : Tendsto (fun n : ℕ => (1 / 4 : ℝ) ^ n * bondResidual d (shakeStep μ d r s))
      atTop (𝓝 0) := by
    have h0 := (tendsto_pow_atTop_nhds_zero_of_lt_one (r := (1 / 4 : ℝ))
      (by norm_num) (by norm_num)).mul_const (bondResidual d (shakeStep μ d r s))
    rwa [zero_mul] at h0
  exact (tendsto_add_atTop_iff_nat 1).mp (squeeze_zero hnn hb hg)

end

end ShakeLinearised
```

```lean
#print axioms ShakeLinearised.shake_residual
-- 'ShakeLinearised.shake_residual' depends on axioms: [propext, Classical.choice, Quot.sound]
#print axioms ShakeLinearised.shake_exact_iff
-- 'ShakeLinearised.shake_exact_iff' depends on axioms: [propext, Classical.choice, Quot.sound]
#print axioms ShakeLinearised.shake_pair
-- 'ShakeLinearised.shake_pair' depends on axioms: [propext, Classical.choice, Quot.sound]
#print axioms ShakeLinearised.shake_converges
-- 'ShakeLinearised.shake_converges' depends on axioms: [propext, Classical.choice, Quot.sound]
```

The geometric bound limits the number of passes needed to reach a given tolerance for one isolated, reachable bond with nonzero initial overlap with the reference bond, in exact arithmetic. In a molecule with coupled constraints, correcting one bond disturbs its neighbours, and the bound does not apply as it stands.
